# Linear and quadratic response of a two-level ground state to a static electric field

## A molecule in a static field

A molecule with two relevant electronic states is placed in a uniform static electric field. The field shifts each state through its own dipole moment and mixes the two through the transition dipole. How does the ground-state dipole change with the field, and when does the quadratic part of the change vanish?

Fix an axis along the field, and let $F$ be the signed field strength along it. Let $D$ be the level spacing without the field, $a$ and $b$ the dipoles of the lower and upper states, and $c$ the transition dipole, each dipole taken as its component along this axis. All are real. The Hamiltonian is

$$H(F)=\begin{pmatrix}0&0\\0&D\end{pmatrix}-F\mu,\qquad \mu=\begin{pmatrix}a&c\\c&b\end{pmatrix}.$$

Within this two-state model, the answer gives exact values against which a finite-field calculation of polarizabilities and hyperpolarizabilities can be checked.

## Statement in words

Write $m=(D-F(a+b))/2$ for the mean level and

$$R(F)=\sqrt{\frac{(D-F(b-a))^2}{4}+F^2c^2}$$

for half the gap. The lower level is $E=m-R$, and the polarization is $P=-E'$, with primes denoting field derivatives. For $D>0$,

$$P(0)=a,\qquad P'(0)=\frac{2c^2}{D},\qquad P''(0)=\frac{6c^2(b-a)}{D^2}.$$

The last vanishes exactly when $c=0$ or $a=b$. The condition $D>0$ says that the zero-field ground state is non-degenerate and is the state with dipole $a$.

In the Lean file, `dipole` is $\mu$, `hamiltonian` is $H(F)$, `halfGap` is $R$, and `groundEnergy` and `polarization` are $E$ and $P$. The theorem `groundEnergy_isLeast` says that $E(F)$ is the least number $e$ for which $H(F)v=ev$ has a non-zero real solution $v$; it needs no condition on $D$. In `zero_field_response`, the two derivatives are stated with `HasDerivAt`, which includes their existence. They are plain derivatives, so the quadratic term in the Taylor expansion of $P$ is $P''(0)F^2/2$.

At a field where $E$ has no derivative, Lean's `deriv` returns zero, so the finite-field theorems about $R'$, $P$ and $P'$ assume an open gap, $R(F)>0$.

Here $P$ is the dipole moment, along the field axis, of a finite system at zero temperature. Periodic solids, Berry phases, local-field effects and time-dependent fields are not treated. The value $2c^2/D$ is the static Kubo susceptibility of this model, but the file obtains it by differentiating the energy, not from a general Kubo formula.

## The lower level

Expanding the determinant and completing the square gives

$$\det(H-e)=(-Fa-e)(D-Fb-e)-F^2c^2=(e-m)^2-R^2.$$

The eigenvalues are therefore $m\pm R$, and the smaller is $E=m-R$.

## Polarization at finite field

Differentiating $R^2$ gives $2RR'=2N$, where

$$N=Fc^2-\frac{(b-a)(D-F(b-a))}{4}.$$

Where $R>0$, it follows that $R'=N/R$ and

$$P=\frac{a+b}{2}+\frac{N}{R}.$$

This is also the dipole expectation value. Let $v=(v_0,v_1)$ be a real ground state with $v_0^2+v_1^2=1$. Its eigenvalue equations are

$$-Fa\,v_0-Fc\,v_1=Ev_0,\qquad -Fc\,v_0+(D-Fb)v_1=Ev_1.$$

Multiply the first by $v_0$ and the second by $v_1$, then subtract; next multiply them by $v_1$ and $v_0$, then add. With $E=m-R$, this gives

$$R(v_0^2-v_1^2)=\frac{D-F(b-a)}{2},\qquad 2Rv_0v_1=Fc.$$

Hence

$$v^{T}\mu v=\frac{a+b}{2}-\frac{b-a}{2}(v_0^2-v_1^2)+2c\,v_0v_1=\frac{a+b}{2}+\frac{N}{R}=P.$$

This is the Hellmann–Feynman relation for the present ground state.

## Susceptibility and quadratic response

Since $N'=c^2+(b-a)^2/4$,

$$P'=\frac{N'R^2-N^2}{R^3}.$$

With $\delta=D-F(b-a)$, the numerator becomes

$$N'R^2-N^2=\frac{c^2}{4}\bigl(\delta+F(b-a)\bigr)^2=\frac{D^2c^2}{4},$$

so the field dependence cancels from it:

$$P'=\frac{D^2c^2}{4R^3},\qquad P''=-\frac{3D^2c^2N}{4R^5}.$$

At $F=0$ we have $R=D/2$ and $N=-(b-a)D/4$. Substitution gives the three stated values. Because $D>0$, the product $c^2(b-a)$ alone decides whether $P''(0)$ vanishes.

## The upper level

The same argument applied to $E_+=m+R$ gives $P_+=-E_+'=(a+b)/2-N/R$. Thus $P+P_+=a+b$ wherever the gap is open. The upper state has zero-field dipole $b$, and its linear and quadratic responses are the negatives of those of the ground state.

## The Lean file

```lean
import Mathlib

open Matrix Topology

namespace TwoLevelPolarization

noncomputable section

variable {D a b c F : ℝ}

/-- The dipole operator, with diagonal dipoles `a`, `b` and transition dipole `c`. -/
def dipole (a b c : ℝ) : Matrix (Fin 2) (Fin 2) ℝ := !![a, c; c, b]

/-- The two-level Hamiltonian with level spacing `D` in the electric field `F`. -/
def hamiltonian (D a b c F : ℝ) : Matrix (Fin 2) (Fin 2) ℝ :=
  !![0, 0; 0, D] - F • dipole a b c

/-- Half the distance between the two energy levels in the field `F`. -/
def halfGap (D a b c F : ℝ) : ℝ :=
  √((D - F * (b - a)) ^ 2 / 4 + F ^ 2 * c ^ 2)

/-- The lower energy level: the mean of the levels minus half the gap. -/
def groundEnergy (D a b c F : ℝ) : ℝ :=
  (D - F * (a + b)) / 2 - halfGap D a b c F

/-- The polarization: minus the derivative of the lower level with respect to the field,
at fields where that level is differentiable. -/
def polarization (D a b c F : ℝ) : ℝ := -deriv (groundEnergy D a b c) F

/-- The square of the half gap, written as a polynomial of degree at most two in the field. -/
theorem halfGap_sq (D a b c F : ℝ) :
    halfGap D a b c F ^ 2 = (D - F * (b - a)) ^ 2 / 4 + F ^ 2 * c ^ 2 :=
  Real.sq_sqrt (by positivity)

/-- The energy `groundEnergy` is the least eigenvalue of the Hamiltonian in the field. -/
theorem groundEnergy_isLeast (D a b c F : ℝ) :
    IsLeast {e : ℝ | ∃ v : Fin 2 → ℝ, v ≠ 0 ∧ hamiltonian D a b c F *ᵥ v = e • v}
      (groundEnergy D a b c F) := by
  -- the secular equation, centred at the mean level
  have key : ∀ e : ℝ, (∃ v : Fin 2 → ℝ, v ≠ 0 ∧ hamiltonian D a b c F *ᵥ v = e • v) ↔
      (e - (D - F * (a + b)) / 2) ^ 2 = halfGap D a b c F ^ 2 := by
    intro e
    have hdet : (hamiltonian D a b c F - e • (1 : Matrix (Fin 2) (Fin 2) ℝ)).det =
        (e - (D - F * (a + b)) / 2) ^ 2 - halfGap D a b c F ^ 2 := by
      rw [halfGap_sq, Matrix.det_fin_two]
      simp [hamiltonian, dipole]
      ring
    have h1 := Matrix.exists_mulVec_eq_zero_iff
      (M := hamiltonian D a b c F - e • (1 : Matrix (Fin 2) (Fin 2) ℝ))
    have h2 : ∀ v : Fin 2 → ℝ,
        (hamiltonian D a b c F - e • (1 : Matrix (Fin 2) (Fin 2) ℝ)) *ᵥ v =
          hamiltonian D a b c F *ᵥ v - e • v := by
      intro v
      rw [Matrix.sub_mulVec, Matrix.smul_mulVec, Matrix.one_mulVec]
    simp only [h2, hdet, sub_eq_zero] at h1
    exact h1
  constructor
  · exact (key _).2 (by unfold groundEnergy; ring)
  · intro e he
    have h := (key e).1 he
    have hr : 0 ≤ halfGap D a b c F := Real.sqrt_nonneg _
    unfold groundEnergy
    by_contra hlt
    have hpos : 0 < (D - F * (a + b)) / 2 - halfGap D a b c F - e := by linarith
    nlinarith [mul_pos hpos hpos, mul_nonneg hr hpos.le]

/-- The field derivative of the half gap, wherever the gap is open. -/
theorem hasDerivAt_halfGap (h : 0 < halfGap D a b c F) :
    HasDerivAt (halfGap D a b c)
      ((F * c ^ 2 - (b - a) * (D - F * (b - a)) / 4) / halfGap D a b c F) F := by
  have hS : 0 < (D - F * (b - a)) ^ 2 / 4 + F ^ 2 * c ^ 2 := Real.sqrt_pos.1 h
  have h1 : HasDerivAt (fun x : ℝ => D - x * (b - a)) (-(b - a)) F :=
    (((hasDerivAt_id' F).mul_const (b - a)).const_sub D).congr_deriv (by ring)
  have h2 : HasDerivAt (fun x : ℝ => (D - x * (b - a)) ^ 2 / 4 + x ^ 2 * c ^ 2)
      (2 * (F * c ^ 2 - (b - a) * (D - F * (b - a)) / 4)) F := by
    refine (((h1.fun_pow 2).div_const 4).fun_add
      (((hasDerivAt_id' F).fun_pow 2).mul_const (c ^ 2))).congr_deriv ?_
    norm_num
    ring
  refine (h2.sqrt hS.ne').congr_deriv ?_
  exact mul_div_mul_left _ _ two_ne_zero

/-- The polarization in closed form at any field where the gap is open. -/
theorem polarization_eq (h : 0 < halfGap D a b c F) :
    polarization D a b c F = (a + b) / 2 +
      (F * c ^ 2 - (b - a) * (D - F * (b - a)) / 4) / halfGap D a b c F := by
  have h1 : HasDerivAt (fun x : ℝ => (D - x * (a + b)) / 2) (-(a + b) / 2) F :=
    ((((hasDerivAt_id' F).mul_const (a + b)).const_sub D).div_const 2).congr_deriv (by ring)
  have hE : HasDerivAt (groundEnergy D a b c) (-(a + b) / 2 -
      (F * c ^ 2 - (b - a) * (D - F * (b - a)) / 4) / halfGap D a b c F) F :=
    h1.fun_sub (hasDerivAt_halfGap h)
  rw [polarization, hE.deriv]
  ring

/-- Hellmann–Feynman: where the gap is open, the dipole expectation value in a normalized
real ground state equals the polarization. -/
theorem hellmann_feynman (h : 0 < halfGap D a b c F) (v : Fin 2 → ℝ) (hv : v ⬝ᵥ v = 1)
    (hH : hamiltonian D a b c F *ᵥ v = groundEnergy D a b c F • v) :
    v ⬝ᵥ (dipole a b c *ᵥ v) = polarization D a b c F := by
  have hn : v 0 ^ 2 + v 1 ^ 2 = 1 := by
    rw [← hv, dotProduct, Fin.sum_univ_two]
    ring
  have e0 : -(F * a) * v 0 - F * c * v 1 = groundEnergy D a b c F * v 0 := by
    have := congrFun hH 0
    simp [hamiltonian, dipole, Matrix.mulVec, dotProduct, Fin.sum_univ_two] at this
    linear_combination this
  have e1 : -(F * c) * v 0 + (D - F * b) * v 1 = groundEnergy D a b c F * v 1 := by
    have := congrFun hH 1
    simp [hamiltonian, dipole, Matrix.mulVec, dotProduct, Fin.sum_univ_two] at this
    linear_combination this
  have hd : v ⬝ᵥ (dipole a b c *ᵥ v) =
      a * v 0 ^ 2 + 2 * c * v 0 * v 1 + b * v 1 ^ 2 := by
    simp [dipole, Matrix.mulVec, dotProduct, Fin.sum_univ_two]
    ring
  unfold groundEnergy at e0 e1
  -- population difference and coherence of the ground state
  have k1 : halfGap D a b c F * (v 0 ^ 2 - v 1 ^ 2) = (D - F * (b - a)) / 2 := by
    linear_combination v 0 * e0 - v 1 * e1 + (D - F * (b - a)) / 2 * hn
  have k2 : 2 * halfGap D a b c F * (v 0 * v 1) = F * c := by
    linear_combination v 1 * e0 + v 0 * e1 + F * c * hn
  have k3 : (F * c ^ 2 - (b - a) * (D - F * (b - a)) / 4) / halfGap D a b c F =
      a * v 0 ^ 2 + 2 * c * v 0 * v 1 + b * v 1 ^ 2 - (a + b) / 2 := by
    rw [div_eq_iff h.ne']
    linear_combination -((a + b) / 2 * halfGap D a b c F) * hn - (a - b) / 2 * k1 - c * k2
  rw [polarization_eq h, hd, k3]
  ring

/-- The differential susceptibility at any field where the gap is open. -/
theorem hasDerivAt_polarization (h : 0 < halfGap D a b c F) :
    HasDerivAt (polarization D a b c) (D ^ 2 * c ^ 2 / (4 * halfGap D a b c F ^ 3)) F := by
  have hev : ∀ᶠ x in 𝓝 F, 0 < halfGap D a b c x :=
    (hasDerivAt_halfGap h).continuousAt.eventually (eventually_gt_nhds h)
  have hN : HasDerivAt (fun x : ℝ => x * c ^ 2 - (b - a) * (D - x * (b - a)) / 4)
      (c ^ 2 + (b - a) ^ 2 / 4) F :=
    (((hasDerivAt_id' F).mul_const (c ^ 2)).fun_sub
      (((((hasDerivAt_id' F).mul_const (b - a)).const_sub D).const_mul
        (b - a)).div_const 4)).congr_deriv (by ring)
  have hq := (hN.fun_div (hasDerivAt_halfGap h) h.ne').const_add ((a + b) / 2)
  refine (hq.congr_of_eventuallyEq
    (hev.mono fun x hx => polarization_eq hx)).congr_deriv ?_
  -- the field dependence of the numerator cancels
  have e : D ^ 2 * c ^ 2 = 4 * ((c ^ 2 + (b - a) ^ 2 / 4) * halfGap D a b c F ^ 2 -
      (F * c ^ 2 - (b - a) * (D - F * (b - a)) / 4) ^ 2) := by
    rw [halfGap_sq]
    ring
  rw [e]
  have hne := h.ne'
  generalize halfGap D a b c F = r at hne ⊢
  generalize F * c ^ 2 - (b - a) * (D - F * (b - a)) / 4 = N
  generalize c ^ 2 + (b - a) ^ 2 / 4 = A
  field_simp

/-- At zero field the half gap is `D / 2`, for a positive level spacing. -/
theorem halfGap_zero (hD : 0 < D) : halfGap D a b c 0 = D / 2 := by
  unfold halfGap
  rw [show (D - 0 * (b - a)) ^ 2 / 4 + 0 ^ 2 * c ^ 2 = (D / 2) ^ 2 by ring,
    Real.sqrt_sq (by positivity)]

/-- For `D > 0`, the zero-field polarization is `a`, its first field derivative is
`2c²/D`, and its second field derivative is `6c²(b - a)/D²`. -/
theorem zero_field_response (hD : 0 < D) :
    polarization D a b c 0 = a ∧
    HasDerivAt (polarization D a b c) (2 * c ^ 2 / D) 0 ∧
    HasDerivAt (deriv (polarization D a b c)) (6 * c ^ 2 * (b - a) / D ^ 2) 0 := by
  have h0 : halfGap D a b c 0 = D / 2 := halfGap_zero hD
  have h : 0 < halfGap D a b c 0 := by rw [h0]; positivity
  have hne := hD.ne'
  refine ⟨?_, ?_, ?_⟩
  · rw [polarization_eq h, h0]
    field_simp
    ring
  · refine (hasDerivAt_polarization h).congr_deriv ?_
    rw [h0]
    field_simp
    norm_num
  · -- differentiate the finite-field susceptibility
    have hev : ∀ᶠ x in 𝓝 (0 : ℝ), 0 < halfGap D a b c x :=
      (hasDerivAt_halfGap h).continuousAt.eventually (eventually_gt_nhds h)
    have hq := (hasDerivAt_const (0 : ℝ) (D ^ 2 * c ^ 2)).fun_div
      (((hasDerivAt_halfGap h).fun_pow 3).const_mul 4) (by positivity)
    refine (hq.congr_of_eventuallyEq
      (hev.mono fun x hx => (hasDerivAt_polarization hx).deriv)).congr_deriv ?_
    rw [h0]
    field_simp
    ring

/-- For `D > 0`, the second field derivative of the polarization at zero field vanishes
exactly when the transition dipole is zero or the diagonal dipoles are equal. -/
theorem quadratic_response_eq_zero_iff (hD : 0 < D) :
    deriv (deriv (polarization D a b c)) 0 = 0 ↔ c = 0 ∨ a = b := by
  rw [(zero_field_response hD).2.2.deriv, div_eq_zero_iff,
    or_iff_left (pow_ne_zero 2 hD.ne'), mul_eq_zero, mul_eq_zero, sub_eq_zero,
    eq_comm (a := b) (b := a)]
  simp

end

end TwoLevelPolarization
```

```lean
#print axioms TwoLevelPolarization.groundEnergy_isLeast
#print axioms TwoLevelPolarization.hellmann_feynman
#print axioms TwoLevelPolarization.quadratic_response_eq_zero_iff
```

```
'TwoLevelPolarization.groundEnergy_isLeast' depends on axioms: [propext, Classical.choice, Quot.sound]
'TwoLevelPolarization.hellmann_feynman' depends on axioms: [propext, Classical.choice, Quot.sound]
'TwoLevelPolarization.quadratic_response_eq_zero_iff' depends on axioms: [propext, Classical.choice, Quot.sound]
```

## From the calculation to the proof

In `groundEnergy_isLeast`, the intermediate claim `key` turns the eigenvalue equation into $(e-m)^2=R^2$, using the fact that a matrix has a non-zero null vector exactly when its determinant vanishes. For minimality, an eigenvalue below $m-R$ would lie further than $R$ from $m$; `nlinarith` finds the contradiction.

The lemma `hasDerivAt_halfGap` differentiates the square root, which requires a positive radicand, and `polarization_eq` adds the derivative of the mean level. In `hellmann_feynman`, `k1` and `k2` are the two relations for $v_0^2-v_1^2$ and $v_0v_1$. Each `linear_combination` records the multipliers used above.

Differentiating $P$ takes its closed form throughout a neighbourhood of $F$, not just at $F$. In `hasDerivAt_polarization`, continuity of $R$ keeps the gap open nearby, and `congr_of_eventuallyEq` transfers the derivative from the closed form to $P$. The identity `e` is the cancellation in the numerator.

The final values come from `halfGap_zero`, which supplies $R(0)=D/2$. For $P''(0)$, `zero_field_response` repeats the neighbourhood argument with the formula for $P'$. Then `quadratic_response_eq_zero_iff` reads off when the resulting fraction is zero.
